# The linear Herman–Wallis slope for displaced harmonic oscillators with a linear dipole

When the squared transition moments of a vibration–rotation band of a diatomic molecule have been extracted from its line strengths, their linear trend across the P and R branches can be used to estimate the ratio of the permanent dipole to the dipole derivative, including its relative sign. For a harmonic fundamental with a linear dipole function and rotationally displaced wells, the formula behind that step is

$$\left.\frac{d}{dg}\ln |E|^2\right|_{g=0}=-\frac{4m\,m_0}{m_1},\qquad m_1\neq 0 .$$

Here $E$ is the vibrational dipole element of a line and $m$ its running number, equal to $J+1$ for $J\to J+1$ and to $-J$ for $J\to J-1$. The dipole function is $m_0+m_1x$, with $x$ the bond extension measured in units of the oscillator length $\sqrt{\hbar/\mu\omega}$ ($\mu$ the reduced mass, $\omega$ the vibrational angular frequency), so $m_0$ is the dipole at the rotationless equilibrium and $m_1$ its derivative there. The parameter $g$ measures how far rotation stretches the bond: the well of rotational level $J$ is centred at $x=gJ(J+1)$. Reading $m_0/m_1$ from the trend in $m$ requires the value of $g$.

In Lean 4 with Mathlib:

```lean
import Mathlib

open MeasureTheory

namespace HermanWallis

noncomputable section
```

## Displaced states and rotational lines

Both states are real functions on the line, with the common constant $\pi^{-1/4}$, called `amp`.

```lean
/-- The normalisation constant `π^(-1/4)` of the oscillator states. -/
def amp : ℝ := Real.pi ^ (-(1 / 4) : ℝ)
```

The lower state, $n=0$, is centred at $a$:

$$\psi_0(x)=\pi^{-1/4}e^{-(x-a)^2/2}.$$

```lean
/-- The oscillator ground state centred at `a`. -/
def ground (a x : ℝ) : ℝ := amp * Real.exp (-(x - a) ^ 2 / 2)
```

The upper state, $n=1$, is centred at $b$:

$$\psi_1(x)=\sqrt2\,(x-b)\,\pi^{-1/4}e^{-(x-b)^2/2}.$$

```lean
/-- The first excited oscillator state centred at `b`. -/
def excited (b x : ℝ) : ℝ := √2 * (x - b) * amp * Real.exp (-(x - b) ^ 2 / 2)
```

The dipole element is an integral over all real $x$:

$$D(a,b)=\int_{-\infty}^{\infty}\psi_1(x)\,(m_0+m_1x)\,\psi_0(x)\,dx .$$

```lean
/-- The matrix element of the linear dipole function `m0 + m1 x` between the ground state
centred at `a` and the excited state centred at `b`. -/
def dipoleElement (m0 m1 a b : ℝ) : ℝ :=
  ∫ x : ℝ, excited b x * (m0 + m1 * x) * ground a x
```

Rotation enters through the centrifugal energy. Expanded to first order in $x$, it adds a linear term proportional to $J(J+1)$ to the harmonic potential, which moves the minimum without changing the curvature. For a diatomic with rotational constant $B$ and vibrational quantum $\hbar\omega$, both energies, this gives $g=(2B/\hbar\omega)^{3/2}$. The formal model takes the displacements as given and treats $g$ as a free real parameter:

$$a=gJ(J+1),\qquad b=gJ'(J'+1),\qquad E(g)=D(a,b).$$

In `lineElement`, the natural numbers `J` and `J'` belong to the lower and upper vibrational states respectively.

```lean
/-- The dipole element of the line `J → J'`, each state being displaced by `g` times its
rotational factor `J(J+1)`. -/
def lineElement (m0 m1 : ℝ) (J J' : ℕ) (g : ℝ) : ℝ :=
  dipoleElement m0 m1 (g * (J * (J + 1))) (g * (J' * (J' + 1)))
```

The relation `IsLine J J' m` says that the line is allowed and fixes $m$. In absorption its first alternative is the R branch and its second the P branch. The second is written `J = J' + 1`, which excludes a P line starting from $J=0$.

```lean
/-- The line `J → J'` has running number `m`: either `J' = J + 1` and `m = J + 1`,
or `J' = J - 1` and `m = -J`. -/
def IsLine (J J' : ℕ) (m : ℝ) : Prop :=
  (J' = J + 1 ∧ m = (J : ℝ) + 1) ∨ (J = J' + 1 ∧ m = -(J : ℝ))
```

## One Gaussian integral

Every integral needed has the form $\int(A+By+Cy^2)e^{-y^2}dy$. Since

$$\frac{d}{dy}\left[\left(-\frac B2-\frac C2y\right)e^{-y^2}\right]=\left(By+Cy^2-\frac C2\right)e^{-y^2},$$

and the bracket vanishes at both ends, the right-hand side integrates to zero. What remains of the integrand is $(A+C/2)e^{-y^2}$, so

$$\int_{-\infty}^{\infty}(A+By+Cy^2)e^{-y^2}dy=\sqrt\pi\left(A+\frac C2\right).$$

In the proof, `hderiv` is the derivative above and `hz` the vanishing integral. For `hz`, Mathlib requires both the bracket and its derivative to be integrable; `hf` and `hf'` supply this.

```lean
/-- The integral of a quadratic polynomial against the Gaussian `exp(-y²)`. -/
theorem gaussian_quadratic (A B C : ℝ) :
    ∫ y : ℝ, (A + B * y + C * y ^ 2) * Real.exp (-y ^ 2) = √Real.pi * (A + C / 2) := by
  have h0 : Integrable (fun y : ℝ => Real.exp (-y ^ 2)) := by
    simpa only [neg_mul, one_mul] using integrable_exp_neg_mul_sq (b := 1) one_pos
  have h1 : Integrable (fun y : ℝ => y * Real.exp (-y ^ 2)) := by
    simpa only [neg_mul, one_mul] using integrable_mul_exp_neg_mul_sq (b := 1) one_pos
  have h2 : Integrable (fun y : ℝ => y ^ 2 * Real.exp (-y ^ 2)) := by
    simpa only [neg_mul, one_mul, Real.rpow_two] using
      integrable_rpow_mul_exp_neg_mul_sq (b := 1) one_pos (s := 2) (by norm_num)
  have hf : Integrable (fun y : ℝ => (-(B / 2) - C / 2 * y) * Real.exp (-y ^ 2)) := by
    refine ((h0.const_mul (-(B / 2))).sub (h1.const_mul (C / 2))).congr
      (Filter.Eventually.of_forall fun y => ?_)
    change -(B / 2) * Real.exp (-y ^ 2) - C / 2 * (y * Real.exp (-y ^ 2)) =
      (-(B / 2) - C / 2 * y) * Real.exp (-y ^ 2)
    ring
  have hf' : Integrable (fun y : ℝ => (B * y + C * y ^ 2 - C / 2) * Real.exp (-y ^ 2)) := by
    refine (((h1.const_mul B).add (h2.const_mul C)).sub (h0.const_mul (C / 2))).congr
      (Filter.Eventually.of_forall fun y => ?_)
    change B * (y * Real.exp (-y ^ 2)) + C * (y ^ 2 * Real.exp (-y ^ 2)) -
      C / 2 * Real.exp (-y ^ 2) = (B * y + C * y ^ 2 - C / 2) * Real.exp (-y ^ 2)
    ring
  have hderiv : ∀ y : ℝ, HasDerivAt (fun y : ℝ => (-(B / 2) - C / 2 * y) * Real.exp (-y ^ 2))
      ((B * y + C * y ^ 2 - C / 2) * Real.exp (-y ^ 2)) y := by
    intro y
    have hq : HasDerivAt (fun y : ℝ => -y ^ 2) (-(2 * y)) y :=
      ((hasDerivAt_pow 2 y).fun_neg).congr_deriv (by norm_num)
    have hL := ((hasDerivAt_id' y).const_mul (C / 2)).const_sub (-(B / 2))
    exact (hL.fun_mul hq.exp).congr_deriv (by ring)
  -- the total derivative integrates to zero, leaving a pure Gaussian
  have hz := integral_eq_zero_of_hasDerivAt_of_integrable hderiv hf' hf
  have hg : ∫ y : ℝ, Real.exp (-y ^ 2) = √Real.pi := by
    simpa only [neg_mul, one_mul, div_one] using integral_gaussian 1
  calc ∫ y : ℝ, (A + B * y + C * y ^ 2) * Real.exp (-y ^ 2)
      = ∫ y : ℝ, ((B * y + C * y ^ 2 - C / 2) * Real.exp (-y ^ 2) +
          (A + C / 2) * Real.exp (-y ^ 2)) := by
        congr 1
        funext y
        ring
    _ = √Real.pi * (A + C / 2) := by
        rw [integral_add hf' (h0.const_mul _), hz, integral_const_mul, hg]
        ring
```

## Normalisation

The square of the constant satisfies $\pi^{-1/4}\,\pi^{-1/4}\sqrt\pi=1$.

```lean
/-- The squared normalisation constant is the inverse of `√π`. -/
theorem amp_sq : amp * amp * √Real.pi = 1 := by
  rw [amp, Real.sqrt_eq_rpow, ← Real.rpow_add Real.pi_pos, ← Real.rpow_add Real.pi_pos]
  norm_num
```

With $y=x-a$, the squared ground state is $\pi^{-1/2}e^{-y^2}$, the case $A=1$, $B=C=0$. The squared excited state is $2\pi^{-1/2}y^2e^{-y^2}$, the case $A=B=0$, $C=2$. Both integrate to 1. The shift of origin is `integral_add_right_eq_self`, the translation invariance of the integral.

```lean
/-- Both displaced oscillator states are normalised. -/
theorem states_normalised (a : ℝ) :
    ∫ x : ℝ, ground a x ^ 2 = 1 ∧ ∫ x : ℝ, excited a x ^ 2 = 1 := by
  have h2 : √2 * √2 = (2 : ℝ) := Real.mul_self_sqrt (by norm_num)
  have he : ∀ y : ℝ, Real.exp (-(y + a - a) ^ 2 / 2) * Real.exp (-(y + a - a) ^ 2 / 2) =
      Real.exp (-y ^ 2) := by
    intro y
    rw [← Real.exp_add]
    congr 1
    ring
  have hg : ∀ y : ℝ, ground a (y + a) ^ 2 =
      amp * amp * ((1 + 0 * y + 0 * y ^ 2) * Real.exp (-y ^ 2)) := by
    intro y
    rw [ground, ← he y]
    ring
  have hx : ∀ y : ℝ, excited a (y + a) ^ 2 =
      amp * amp * ((0 + 0 * y + 2 * y ^ 2) * Real.exp (-y ^ 2)) := by
    intro y
    rw [excited]
    linear_combination (2 * y ^ 2 * amp * amp) * he y +
      (y ^ 2 * amp * amp * (Real.exp (-(y + a - a) ^ 2 / 2) *
        Real.exp (-(y + a - a) ^ 2 / 2))) * h2
  constructor
  · rw [← integral_add_right_eq_self (fun x => ground a x ^ 2) a]
    simp only [hg]
    rw [integral_const_mul, gaussian_quadratic]
    linear_combination amp_sq
  · rw [← integral_add_right_eq_self (fun x => excited a x ^ 2) a]
    simp only [hx]
    rw [integral_const_mul, gaussian_quadratic]
    linear_combination amp_sq
```

## The element in closed form

Put the origin at the midpoint, $x=y+(a+b)/2$, and write $d=a-b$ and $M=m_0+m_1(a+b)/2$. Then $x-b=y+d/2$ and $x-a=y-d/2$, and the exponents combine:

$$\frac{(y+d/2)^2+(y-d/2)^2}{2}=y^2+\frac{d^2}{4}.$$

The polynomial factor becomes

$$\left(y+\frac d2\right)(M+m_1y)=\frac{dM}{2}+\left(M+\frac{m_1d}{2}\right)y+m_1y^2 .$$

Integrating with the formula above, and restoring the prefactor $\sqrt2\,\pi^{-1/2}e^{-d^2/4}$, gives

$$D(a,b)=\frac{e^{-(a-b)^2/4}}{\sqrt2}\left[m_1+(a-b)\left(m_0+\frac{m_1(a+b)}2\right)\right].$$

The permanent dipole $m_0$ contributes only when $a\ne b$, because states with the same centre are orthogonal. In the proof, `he` merges the exponentials and `key` rewrites the whole integrand; `linear_combination` then finishes the algebra using the normalisation constant and $\sqrt2\sqrt2=2$.

```lean
/-- Closed form of the dipole element between the displaced oscillator states. -/
theorem dipoleElement_eq (m0 m1 a b : ℝ) :
    dipoleElement m0 m1 a b =
      Real.exp (-(a - b) ^ 2 / 4) * (m1 + (a - b) * (m0 + m1 * (a + b) / 2)) / √2 := by
  have h2 : √2 * √2 = (2 : ℝ) := Real.mul_self_sqrt (by norm_num)
  have hs : √2 ≠ (0 : ℝ) := by positivity
  -- measured from the midpoint, the two Gaussians merge into one
  have key : ∀ y : ℝ, excited b (y + (a + b) / 2) * (m0 + m1 * (y + (a + b) / 2)) *
      ground a (y + (a + b) / 2) = (amp * amp * √2 * Real.exp (-(a - b) ^ 2 / 4)) *
        (((a - b) / 2 * (m0 + m1 * (a + b) / 2) +
          (m0 + m1 * (a + b) / 2 + m1 * (a - b) / 2) * y + m1 * y ^ 2) *
          Real.exp (-y ^ 2)) := by
    intro y
    have he : Real.exp (-(y + (a + b) / 2 - b) ^ 2 / 2) *
        Real.exp (-(y + (a + b) / 2 - a) ^ 2 / 2) =
        Real.exp (-(a - b) ^ 2 / 4) * Real.exp (-y ^ 2) := by
      rw [← Real.exp_add, ← Real.exp_add]
      congr 1
      ring
    rw [excited, ground]
    linear_combination (√2 * (y + (a + b) / 2 - b) * (m0 + m1 * (y + (a + b) / 2)) *
      amp * amp) * he
  rw [dipoleElement, ← integral_add_right_eq_self
    (fun x => excited b x * (m0 + m1 * x) * ground a x) ((a + b) / 2)]
  simp only [key]
  rw [integral_const_mul, gaussian_quadratic, eq_div_iff hs]
  linear_combination (√2 * √2 * Real.exp (-(a - b) ^ 2 / 4) *
    ((a - b) / 2 * (m0 + m1 * (a + b) / 2) + m1 / 2)) * amp_sq +
    (Real.exp (-(a - b) ^ 2 / 4) *
      ((a - b) / 2 * (m0 + m1 * (a + b) / 2) + m1 / 2)) * h2
```

## Both branches as one function of $m$

For $J'=J+1$ and $m=J+1$, and equally for $J'=J-1$ and $m=-J$,

$$J(J+1)=m^2-m,\qquad J'(J'+1)=m^2+m .$$

Hence $a-b=-2gm$ and $a+b=2gm^2$, and for every real $g$

$$E(g)=\frac{e^{-(gm)^2}}{\sqrt2}\left[m_1-2gm\,(m_0+m_1gm^2)\right].$$

The facts `hd` and `hs` are the difference and the sum, each checked separately for the two branches.

```lean
/-- For every `g`, the dipole element of an allowed line is one function of the running
number `m`, common to both branches. -/
theorem lineElement_eq (m0 m1 g : ℝ) {J J' : ℕ} {m : ℝ} (h : IsLine J J' m) :
    lineElement m0 m1 J J' g =
      Real.exp (-(g * m) ^ 2) * (m1 - 2 * g * m * (m0 + m1 * g * m ^ 2)) / √2 := by
  have hd : g * ((J : ℝ) * (J + 1)) - g * ((J' : ℝ) * (J' + 1)) = -2 * g * m := by
    rcases h with ⟨rfl, rfl⟩ | ⟨rfl, rfl⟩ <;> push_cast <;> ring
  have hs : g * ((J : ℝ) * (J + 1)) + g * ((J' : ℝ) * (J' + 1)) = 2 * g * m ^ 2 := by
    rcases h with ⟨rfl, rfl⟩ | ⟨rfl, rfl⟩ <;> push_cast <;> ring
  have he : -(-2 * g * m) ^ 2 / 4 = -(g * m) ^ 2 := by ring
  rw [lineElement, dipoleElement_eq, hd, hs, he]
  ring
```

## Slope at zero displacement

At $g=0$ the exponential equals 1 and has zero derivative, while the square bracket has derivative $-2m\,m_0$. The product rule gives

$$E'(0)=-\frac{2m\,m_0}{\sqrt2}.$$

The proof names the two derivatives `hE` and `hP`. The statement `HasDerivAt` says that the function is differentiable at the point and has the given derivative there.

```lean
/-- The derivative of the line's dipole element with respect to `g` at `g = 0`. -/
theorem lineElement_hasDerivAt (m0 m1 : ℝ) {J J' : ℕ} {m : ℝ} (h : IsLine J J' m) :
    HasDerivAt (fun g => lineElement m0 m1 J J' g) (-2 * m * m0 / √2) 0 := by
  have hid := hasDerivAt_id' (0 : ℝ)
  have hE : HasDerivAt (fun g : ℝ => Real.exp (-(g * m) ^ 2)) 0 0 :=
    (((hid.mul_const m).fun_pow 2).fun_neg.exp).congr_deriv (by simp)
  have hP : HasDerivAt (fun g : ℝ => m1 - 2 * g * m * (m0 + m1 * g * m ^ 2))
      (-2 * m * m0) 0 :=
    ((((hid.const_mul 2).mul_const m).fun_mul
      (((hid.const_mul m1).mul_const (m ^ 2)).const_add m0)).const_sub m1).congr_deriv
      (by ring)
  rw [funext fun g => lineElement_eq m0 m1 g h]
  exact ((hE.fun_mul hP).div_const (√2)).congr_deriv (by simp)
```

Since $E(0)=m_1/\sqrt2$, the logarithm is differentiable at $g=0$ when $m_1\ne0$:

$$\left.\frac{d}{dg}\ln|E|\right|_{g=0}=\frac{E'(0)}{E(0)}=-\frac{2m\,m_0}{m_1}.$$

The condition $m_1\neq0$ means that the fundamental is already dipole-allowed without rotational displacement. The absolute value admits either sign of $m_1$ and removes the arbitrary sign of the wavefunctions.

The condition is needed. Take $m_1=0$, $m_0=1$ and the line $J=0\to J'=1$, so that $m=1$. Then $E(g)=-\sqrt2\,g\,e^{-g^2}$, and $\ln|E(g)|$ tends to $-\infty$ as $g\to0$. There is no derivative at zero, whatever value is assigned to the logarithm there.

```lean
/-- Herman-Wallis slope: for `m1 ≠ 0` the logarithmic derivative of the line's dipole element
with respect to `g` at `g = 0` is `-2 m m0 / m1`. -/
theorem herman_wallis_slope (m0 m1 : ℝ) (hm1 : m1 ≠ 0) {J J' : ℕ} {m : ℝ}
    (h : IsLine J J' m) :
    HasDerivAt (fun g => Real.log |lineElement m0 m1 J J' g|) (-2 * m * m0 / m1) 0 := by
  have hs : √2 ≠ (0 : ℝ) := by positivity
  have h0 : lineElement m0 m1 J J' 0 = m1 / √2 := by
    rw [lineElement_eq m0 m1 0 h]
    simp
  have hne : lineElement m0 m1 J J' 0 ≠ 0 := by
    rw [h0]
    exact div_ne_zero hm1 hs
  simp only [Real.log_abs]
  refine ((lineElement_hasDerivAt m0 m1 h).log hne).congr_deriv ?_
  rw [h0]
  field_simp
```

For the squared element, $\ln E^2=2\ln|E|$ doubles the slope to $-4m\,m_0/m_1$. To first order in $g$ at fixed $m$, this corresponds to

$$E(g)^2\approx\frac{m_1^2}{2}\left(1-4gm\,\frac{m_0}{m_1}\right).$$

With $g>0$ and $m_0/m_1>0$, the linear term therefore weakens the R branch and strengthens the P branch.

```lean
/-- For `m1 ≠ 0` the logarithmic derivative of the squared dipole element with respect to `g`
at `g = 0` is `-4 m m0 / m1`. -/
theorem squared_element_slope (m0 m1 : ℝ) (hm1 : m1 ≠ 0) {J J' : ℕ} {m : ℝ}
    (h : IsLine J J' m) :
    HasDerivAt (fun g => Real.log (lineElement m0 m1 J J' g ^ 2)) (-4 * m * m0 / m1) 0 := by
  have e : (fun g => Real.log (lineElement m0 m1 J J' g ^ 2)) =
      fun g => 2 * Real.log |lineElement m0 m1 J J' g| := by
    funext g
    rw [Real.log_pow, Real.log_abs, Nat.cast_ofNat]
  rw [e]
  exact ((herman_wallis_slope m0 m1 hm1 h).const_mul 2).congr_deriv (by ring)

end

end HermanWallis
```

```lean
#print axioms HermanWallis.states_normalised
-- 'HermanWallis.states_normalised' depends on axioms: [propext, Classical.choice, Quot.sound]
#print axioms HermanWallis.herman_wallis_slope
-- 'HermanWallis.herman_wallis_slope' depends on axioms: [propext, Classical.choice, Quot.sound]
#print axioms HermanWallis.squared_element_slope
-- 'HermanWallis.squared_element_slope' depends on axioms: [propext, Classical.choice, Quot.sound]
```

## Reach of the model

The name Herman–Wallis usually refers to a correction factor for real bands, whose coefficients also reflect anharmonicity and a curved dipole function. The slope derived here, multiplied by $g$, gives the term linear in $m$, namely $-4gm\,m_0/m_1$, for harmonic wells of equal, $J$-independent curvature and a strictly linear dipole, on the transition $n=0\to1$ alone. A complete line intensity further contains the rotational line-strength factor, the transition frequency and the level populations, none of which enter $E$.
